# The mean interaction of two different independent particles is its average over the product of their one-particle weights

Each of `N` independent particles occupies a point of a finite set `X`, with the same real weights `p`, which sum to one. The weight of a configuration is the product of the one-particle weights, and the lemma says that the mean of `w (c i) (c j)` over all configurations, for two different particles `i` and `j`, is the double sum of `w x y * (p x * p y)`. The function `w` is any real function of two points, and need not be symmetric. The attempt first shows that the joint weight for particle `i` at `x` and particle `j` at `y` is `p x * p y`, by turning the sum over configurations into a product of one-particle sums. It then writes `w (c i) (c j)` as a sum over `x` and `y` with indicators, and exchanges the sums.

Lean 4 with Mathlib refuses this proof:

```lean
import Mathlib

open Finset

namespace TwoParticleMean

noncomputable section

variable {X : Type*} [Fintype X] [DecidableEq X] {N : ℕ}

/-- For independent particles with normalised one-particle weights `p`, the mean interaction of
two different particles is the mean of `w` under the product of their weights. -/
theorem two_particle_mean (p : X → ℝ) (hp : ∑ x, p x = 1) {i j : Fin N} (hij : i ≠ j)
    (w : X → X → ℝ) :
    ∑ c : Fin N → X, (∏ k, p (c k)) * w (c i) (c j) = ∑ x, ∑ y, w x y * (p x * p y) := by
  -- the joint probability of finding particle i at x and particle j at y
  have joint : ∀ x y, ∑ c : Fin N → X, (∏ k, p (c k)) * (if c i = x then 1 else 0) *
      (if c j = y then 1 else 0) = p x * p y := by
    intro x y
    calc _ = ∑ c : Fin N → X, ∏ k, (p (c k) * (if k = i then (if c k = x then 1 else 0) else 1) *
            (if k = j then (if c k = y then 1 else 0) else 1)) := by
          refine sum_congr rfl fun c _ => ?_
          rw [prod_mul_distrib, prod_mul_distrib, prod_ite_eq', prod_ite_eq',
            if_pos (mem_univ _), if_pos (mem_univ _)]
      _ = ∏ k : Fin N, ∑ z, (p z * (if k = i then (if z = x then 1 else 0) else 1) *
            (if k = j then (if z = y then 1 else 0) else 1)) := by
          rw [prod_univ_sum, Fintype.piFinset_univ]
      _ = ∏ k : Fin N, ((if k = i then p x else 1) * (if k = j then p y else 1)) := by
          refine prod_congr rfl fun k _ => ?_
          by_cases h : k = i
          · simp [h, hij]
          · by_cases h' : k = j
            · simp [h', hij.symm]
            · simp [h, h', hp]
      _ = _ := by simp [prod_mul_distrib]
  calc _ = ∑ c : Fin N → X, ∑ x, ∑ y, w x y * ((∏ k, p (c k)) * (if c i = x then 1 else 0) *
          (if c j = y then 1 else 0)) := by
        refine sum_congr rfl fun c _ => ?_
        simp only [mul_ite, mul_one, mul_zero, sum_ite_eq, mem_univ, if_true]
        ring
    _ = _ := by
        rw [sum_comm]
        refine sum_congr rfl fun x _ => ?_
        rw [sum_comm]
        refine sum_congr rfl fun y _ => ?_
        rw [← mul_sum, joint]

end

end TwoParticleMean
```

The compiler's answer:

```
Main.lean:35:15: error: unsolved goals
X : Type u_1
inst✝¹ : Fintype X
inst✝ : DecidableEq X
N : ℕ
p : X → ℝ
hp : ∑ x, p x = 1
i j : Fin N
hij : i ≠ j
w : X → X → ℝ
x y : X
⊢ (∏ x_1, if x_1 = j then if x_1 = i then p x * p y else p y else if x_1 = i then p x else 1) = p x * p y
Main.lean:35:24: warning: This simp argument is unused:
  prod_mul_distrib

Hint: Omit it from the simp argument list.
  [apply] simp

Note: This linter can be disabled with `set_option linter.unusedSimpArgs false`
```

What went wrong. The error is in the last step of `joint`, where a product over particles of two `if` factors should reduce to `p x * p y`. `simp` simplifies the body of the product first, and there it moves the multiplication inside the `if`s. The body becomes the nested `if` shown in the unsolved goal. It is no longer a product of two factors, so `prod_mul_distrib` has nothing to match, which is why the warning calls that argument unused. Nor does the nested `if` have the single-condition form, with 1 elsewhere, that `prod_ite_eq'` needs.

The repair uses `rw`, which applies `prod_mul_distrib` while the body is still a product and so splits it into two products over particles. Each use of `prod_ite_eq'` then reduces one of these to an `if` that asks whether `i` or `j` lies in `univ`. The two `if_pos (mem_univ _)` rewrites settle those conditions and leave `p x * p y`.

Fix (accepted with no message):

```diff
@@ -33,5 +33,7 @@
             · simp [h', hij.symm]
             · simp [h, h', hp]
-      _ = _ := by simp [prod_mul_distrib]
+      _ = _ := by
+          rw [prod_mul_distrib, prod_ite_eq', prod_ite_eq', if_pos (mem_univ _),
+            if_pos (mem_univ _)]
   calc _ = ∑ c : Fin N → X, ∑ x, ∑ y, w x y * ((∏ k, p (c k)) * (if c i = x then 1 else 0) *
           (if c j = y then 1 else 0)) := by
```
